# The Klein–Nishina polarisation sum for a free electron at rest

Suppose the two photon polarisations in Compton scattering are averaged as if they were independent random directions in space. The squared overlap (e·f)² of the incoming polarisation e with the outgoing polarisation f then becomes 1/3 at every scattering angle, and the angular dependence it should carry is lost. Polarisations are transverse, each confined to the plane orthogonal to its photon's direction. Averaged over those planes, the squared overlap is (1 + c²)/4, where c is the cosine of the scattering angle: 1/2 in the forward direction and 1/4 at right angles.

```lean
import Mathlib

open Matrix

namespace ComptonPolarisationSum

noncomputable section
```

## Polarisation frames and the weight

Let n be the direction of a photon, a real unit vector in three dimensions. Its linear polarisations are two real vectors e₀ and e₁ with

n·eᵢ = 0,  eᵢ·eⱼ = δᵢⱼ.

In Lean, vectors are functions `Fin 3 → ℝ`, the dot product is `⬝ᵥ`, and the two polarisations are indexed by `Fin 2`. No handedness is fixed. Because the vectors are real, circular polarisation is not described.

```lean
/-- A photon direction `n` of unit length together with two orthonormal linear
polarisation vectors transverse to it. -/
structure IsPolarisationFrame (n : Fin 3 → ℝ) (e : Fin 2 → Fin 3 → ℝ) : Prop where
  unit : n ⬝ᵥ n = 1
  transverse : ∀ i, n ⬝ᵥ e i = 0
  orthonormal : ∀ i j, e i ⬝ᵥ e j = if i = j then 1 else 0
```

Let r be the ratio of scattered to incoming photon energy. The quantity to be summed is

W(r; e, f) = r + 1/r − 2 + 4(e·f)².

This expression is postulated. It stands for the polarisation-dependent factor of the lowest-order cross section per unit solid angle, with the electron spin averaged initially and summed finally. The cross section also has a prefactor proportional to r², which is left out here, and the amplitude is not derived from quantum electrodynamics.

```lean
/-- The polarisation-dependent factor of the Klein-Nishina cross section, for linear
polarisations `e`, `f` and ratio `r` of scattered to incoming photon energy. -/
def kleinNishinaWeight (r : ℝ) (e f : Fin 3 → ℝ) : ℝ :=
  r + 1 / r - 2 + 4 * (e ⬝ᵥ f) ^ 2
```

The ratio r is not free. Let the photon have energy ω and direction n before scattering, ω' and n' after. In units with c = ħ = 1 (here c is the speed of light; below it is again the cosine), an electron of mass m initially at rest ends up with total energy m + ω − ω' and momentum ωn − ω'n'. Its mass shell requires

(m + ω − ω')² = m² + |ωn − ω'n'|².

The electron is free, so binding and initial motion are neglected.

```lean
/-- The mass-shell condition for an electron of mass `m`, initially at rest, that takes up
the energy and momentum lost by the photon (units with `c = ħ = 1`). -/
def RecoilOnShell (m ω ω' : ℝ) (n n' : Fin 3 → ℝ) : Prop :=
  (m + ω - ω') ^ 2 = m ^ 2 + (ω • n - ω' • n') ⬝ᵥ (ω • n - ω' • n')
```

## Summing over the polarisations

Put n, e₀ and e₁ into the rows of a 3×3 matrix M. Orthonormality says MMᵀ = 1. For a square matrix this implies MᵀM = 1, so M preserves lengths, and for any vector v

(n·v)² + (e₀·v)² + (e₁·v)² = v·v.

Moving the first term to the right gives transverse completeness:

Σᵢ (eᵢ·v)² = v·v − (n·v)².

In the proof, `key` and `hM` establish the first matrix identity, `hM'` reverses the order of the factors, and `h1` is the preservation of length.

```lean
/-- Transverse completeness: the squared components of a vector along the two polarisations
add up to its squared length minus its squared component along the photon direction. -/
theorem transverse_completeness {n : Fin 3 → ℝ} {e : Fin 2 → Fin 3 → ℝ}
    (h : IsPolarisationFrame n e) (v : Fin 3 → ℝ) :
    ∑ i, (e i ⬝ᵥ v) ^ 2 = v ⬝ᵥ v - (n ⬝ᵥ v) ^ 2 := by
  have ht : ∀ i, e i ⬝ᵥ n = 0 := fun i => by rw [dotProduct_comm, h.transverse i]
  -- the direction and the polarisations are the rows of an orthogonal matrix
  let M : Matrix (Fin 3) (Fin 3) ℝ := ![n, e 0, e 1]
  have key : ∀ i j : Fin 3, (![n, e 0, e 1] i) ⬝ᵥ (![n, e 0, e 1] j)
      = (1 : Matrix (Fin 3) (Fin 3) ℝ) i j := by
    intro i j
    fin_cases i <;> fin_cases j <;>
      simp [h.unit, h.transverse, ht, h.orthonormal]
  have hM : M * Mᵀ = 1 := by
    ext i j
    exact key i j
  have hM' : Mᵀ * M = 1 := mul_eq_one_comm.mp hM
  -- an orthogonal matrix preserves the length of `v`
  have h1 : (M *ᵥ v) ⬝ᵥ (M *ᵥ v) = v ⬝ᵥ v := by
    rw [Matrix.dotProduct_mulVec, ← Matrix.mulVec_transpose, Matrix.mulVec_mulVec, hM',
      Matrix.one_mulVec]
  have h2 : ∑ i : Fin 3, (M i ⬝ᵥ v) * (M i ⬝ᵥ v) = v ⬝ᵥ v := h1
  rw [Fin.sum_univ_three] at h2
  change (n ⬝ᵥ v) * (n ⬝ᵥ v) + (e 0 ⬝ᵥ v) * (e 0 ⬝ᵥ v) + (e 1 ⬝ᵥ v) * (e 1 ⬝ᵥ v)
    = v ⬝ᵥ v at h2
  rw [Fin.sum_univ_two]
  linear_combination h2
```

Now fix an incoming polarisation e of unit length and sum over the final frame f₀, f₁, which is transverse to n'. Completeness with v = e gives Σⱼ (e·fⱼ)² = 1 − (e·n')², hence

Σⱼ W(r; e, fⱼ) = 2(r + 1/r − 2) + 4(1 − (e·n')²)
= 2(r + 1/r − 2(e·n')²).

The final `linear_combination` adds four times completeness and four times the normalisation of e.

```lean
/-- For an incoming photon of fixed linear polarisation `e`, the weight summed over the final
polarisations depends, at fixed energy ratio `r`, on the final direction `n'` only through `e · n'`.
-/
theorem sum_final_polarisations {n' : Fin 3 → ℝ} {f : Fin 2 → Fin 3 → ℝ}
    (hf : IsPolarisationFrame n' f) (r : ℝ) {e : Fin 3 → ℝ} (he : e ⬝ᵥ e = 1) :
    ∑ j, kleinNishinaWeight r e (f j) = 2 * (r + 1 / r - 2 * (e ⬝ᵥ n') ^ 2) := by
  have hc := transverse_completeness hf e
  rw [Fin.sum_univ_two, dotProduct_comm (f 0) e, dotProduct_comm (f 1) e,
    dotProduct_comm n' e] at hc
  rw [Fin.sum_univ_two]
  unfold kleinNishinaWeight
  linear_combination 4 * hc + 4 * he
```

For an unpolarised beam, average this over e₀ and e₁. With c = n·n', completeness of the initial frame applied to n' gives Σᵢ (eᵢ·n')² = 1 − c², so

½ Σᵢ Σⱼ W(r; eᵢ, fⱼ) = 2(r + 1/r) − 2(1 − c²)
= 2(r + 1/r − 1 + c²).

The theorem takes any two frames and any real r; physical ratios are positive, and at r = 0 Lean's convention 1/0 = 0 makes the identity a formal one.

```lean
/-- The weight summed over final and averaged over initial polarisations, as a function of
the energy ratio `r` and the cosine `n · n'` of the scattering angle. -/
theorem unpolarised_sum {n n' : Fin 3 → ℝ} {e f : Fin 2 → Fin 3 → ℝ}
    (he : IsPolarisationFrame n e) (hf : IsPolarisationFrame n' f) (r : ℝ) :
    (1 / 2) * ∑ i, ∑ j, kleinNishinaWeight r (e i) (f j)
      = 2 * (r + 1 / r - 1 + (n ⬝ᵥ n') ^ 2) := by
  have hu : ∀ i, e i ⬝ᵥ e i = 1 := fun i => by simpa using he.orthonormal i i
  have hc := transverse_completeness he n'
  rw [Fin.sum_univ_two] at hc
  rw [Fin.sum_univ_two, sum_final_polarisations hf r (hu 0),
    sum_final_polarisations hf r (hu 1)]
  linear_combination (-2) * hc - 2 * hf.unit
```

## Fixing the scattered energy

Expand both sides of the mass-shell condition:

m² + ω² + ω'² + 2m(ω − ω') − 2ωω' = m² + ω² + ω'² − 2ωω'c.

Cancelling the squares and halving leaves the Compton relation

m(ω − ω') = ωω'(1 − c).

The steps reverse, so the theorem is an equivalence. In the proof, `hp` expands the squared momentum, after which the forward implication halves the equation and the converse doubles it.

```lean
/-- Compton relation: the recoiling electron is on its mass shell exactly when
`m (ω - ω') = ω ω' (1 - n · n')`. -/
theorem compton_relation {n n' : Fin 3 → ℝ} (hn : n ⬝ᵥ n = 1) (hn' : n' ⬝ᵥ n' = 1)
    (m ω ω' : ℝ) :
    RecoilOnShell m ω ω' n n' ↔ m * (ω - ω') = ω * ω' * (1 - n ⬝ᵥ n') := by
  have hp : (ω • n - ω' • n') ⬝ᵥ (ω • n - ω' • n')
      = ω ^ 2 + ω' ^ 2 - 2 * ω * ω' * (n ⬝ᵥ n') := by
    simp only [sub_dotProduct, dotProduct_sub, smul_dotProduct, dotProduct_smul,
      smul_eq_mul, hn, hn', dotProduct_comm n' n]
    ring
  unfold RecoilOnShell
  rw [hp]
  constructor
  · intro h
    linear_combination h / 2
  · intro h
    linear_combination 2 * h
```

Solving for ω' needs a denominator that does not vanish, which follows from c ≤ 1. Completeness gives 1 − c² = Σᵢ (eᵢ·n')² ≥ 0. Adding (c − 1)² ≥ 0 yields 2 − 2c ≥ 0. These are the facts handed to `nlinarith`.

```lean
/-- The cosine of the angle between two photon directions is at most one. -/
theorem cos_le_one {n n' : Fin 3 → ℝ} {e : Fin 2 → Fin 3 → ℝ}
    (he : IsPolarisationFrame n e) (hn' : n' ⬝ᵥ n' = 1) : n ⬝ᵥ n' ≤ 1 := by
  have hc := transverse_completeness he n'
  have hpos : 0 ≤ ∑ i, (e i ⬝ᵥ n') ^ 2 := Finset.sum_nonneg fun i _ => sq_nonneg _
  nlinarith [sq_nonneg (n ⬝ᵥ n' - 1)]
```

Assume m > 0 and ω > 0, and set D = m + ω(1 − c), which is positive. The Compton relation becomes ω'D = mω, so r = ω'/ω = m/D. Then

r + 1/r − 2 = (D − m)²/(mD) = ω²(1 − c)²/(mD),

and the unpolarised sum is

2(1 + c² + ω²(1 − c)²/(m(m + ω(1 − c)))).

Positivity of ω' is not a hypothesis, since it follows from r = m/D. The proof obtains this ratio as `hr`, rewrites the numerator with `hsq`, and clears denominators. In simulations of photon transport that treat the electrons as free and at rest, the cross section per unit solid angle for unpolarised photons is proportional to r² times this expression.

```lean
/-- Klein-Nishina polarisation sum for an electron at rest: the unpolarised weight in terms
of the electron mass, the incoming photon energy and the scattering angle. -/
theorem klein_nishina_sum {n n' : Fin 3 → ℝ} {e f : Fin 2 → Fin 3 → ℝ}
    (he : IsPolarisationFrame n e) (hf : IsPolarisationFrame n' f)
    {m ω ω' : ℝ} (hm : 0 < m) (hω : 0 < ω) (hs : RecoilOnShell m ω ω' n n') :
    (1 / 2) * ∑ i, ∑ j, kleinNishinaWeight (ω' / ω) (e i) (f j)
      = 2 * (1 + (n ⬝ᵥ n') ^ 2
          + ω ^ 2 * (1 - n ⬝ᵥ n') ^ 2 / (m * (m + ω * (1 - n ⬝ᵥ n')))) := by
  have hrel := (compton_relation he.unit hf.unit m ω ω').mp hs
  have hc := cos_le_one he hf.unit
  rw [unpolarised_sum he hf]
  generalize n ⬝ᵥ n' = c at hrel hc ⊢
  obtain ⟨D, hD⟩ : ∃ D, D = m + ω * (1 - c) := ⟨_, rfl⟩
  have hDpos : 0 < D := by
    have : 0 ≤ ω * (1 - c) := mul_nonneg hω.le (by linarith)
    linarith
  -- the energy ratio fixed by the kinematics
  have hr : ω' / ω = m / D := by
    rw [div_eq_div_iff hω.ne' hDpos.ne', hD]
    linear_combination -hrel
  have hsq : ω ^ 2 * (1 - c) ^ 2 = (D - m) ^ 2 := by
    rw [hD]
    ring
  rw [hr, ← hD, hsq]
  have hm0 := hm.ne'
  have hD0 := hDpos.ne'
  field_simp
  ring
```

## When the recoil term vanishes

The value 2(1 + c²) is the Thomson angular pattern. The recoil term added to it is zero when c = 1. When c < 1 its numerator and denominator are both positive, so the sum is strictly larger. At any positive photon energy, the weight therefore equals 2(1 + c²) only for forward scattering.

```lean
/-- The unpolarised weight takes the value `2 (1 + (n · n')²)` exactly when the photon is
scattered straight forward. -/
theorem no_recoil_correction_iff {n n' : Fin 3 → ℝ} {e f : Fin 2 → Fin 3 → ℝ}
    (he : IsPolarisationFrame n e) (hf : IsPolarisationFrame n' f)
    {m ω ω' : ℝ} (hm : 0 < m) (hω : 0 < ω) (hs : RecoilOnShell m ω ω' n n') :
    (1 / 2) * ∑ i, ∑ j, kleinNishinaWeight (ω' / ω) (e i) (f j)
      = 2 * (1 + (n ⬝ᵥ n') ^ 2) ↔ n ⬝ᵥ n' = 1 := by
  have hc := cos_le_one he hf.unit
  rw [klein_nishina_sum he hf hm hω hs]
  constructor
  · intro h
    by_contra hne
    -- away from the forward direction the recoil term is strictly positive
    have hlt : 0 < 1 - n ⬝ᵥ n' := sub_pos.mpr (lt_of_le_of_ne hc hne)
    have hpos : 0 < ω ^ 2 * (1 - n ⬝ᵥ n') ^ 2 / (m * (m + ω * (1 - n ⬝ᵥ n'))) := by
      positivity
    linarith
  · intro h
    rw [h]
    simp
```

A right-angle event makes the size of the term concrete. Take m = ω = 1, ω' = 1/2, n along z and n' along x. The mass shell reads (3/2)² = 1 + 5/4, which is true, and the coordinate axes supply both polarisation frames. The formula then gives 3, where the Thomson pattern would give 2. These are values of the weight alone: the omitted factor r² = 1/4 makes the cross section itself smaller than the Thomson one. The theorem below checks the frames and the mass shell by evaluating the components.

```lean
/-- Scattering from the `z` axis to the `x` axis, with incoming energy equal to the electron
mass and scattered energy half of it, meets the frame and mass-shell conditions. -/
theorem right_angle_witness :
    IsPolarisationFrame ![0, 0, 1] ![![1, 0, 0], ![0, 1, 0]] ∧
    IsPolarisationFrame ![1, 0, 0] ![![0, 1, 0], ![0, 0, 1]] ∧
    RecoilOnShell 1 1 (1 / 2) ![0, 0, 1] ![1, 0, 0] := by
  refine ⟨⟨?_, ?_, ?_⟩, ⟨?_, ?_, ?_⟩, ?_⟩
  all_goals
    norm_num [RecoilOnShell, dotProduct, Fin.sum_univ_three, Fin.forall_fin_two]
    simp <;> norm_num

end

end ComptonPolarisationSum
```

```lean
#print axioms ComptonPolarisationSum.klein_nishina_sum
#print axioms ComptonPolarisationSum.no_recoil_correction_iff
```

```
'ComptonPolarisationSum.klein_nishina_sum' depends on axioms: [propext, Classical.choice, Quot.sound]
'ComptonPolarisationSum.no_recoil_correction_iff' depends on axioms: [propext, Classical.choice, Quot.sound]
```
